# In a spin-N/2 multiplet, the raising operator J₊ annihilates exactly the multiples of the top state

The theorem `Jp_kernel` concerns a single finite multiplet of spin N/2, modelled as ℂ^(N+1), where `Jp N` is the matrix with entry √((k+1)(N−k)) at position (k, k+1) and zero elsewhere, so that it sends basis ket k+1 to a multiple of basis ket k. It states that a vector `v`, not assumed normalised or nonzero, satisfies `Jp N *ᵥ v = 0` exactly when `v = a • ket N 0` for some complex `a`; the kernel is the line spanned by the top ket 0. The forward direction uses `Jp_mulVec` and `ladder_ne_zero` to show that every component with nonzero index vanishes. The reverse direction goes component by component: the last component is zero outright, and for `i ≠ N` the attempt rewrites component `i` as `ladder N i` times component `⟨i + 1, _⟩` of `a • ket N 0`, leaving `simp [ket, Fin.ext_iff]` to show that this is zero.

The failing Lean file:

```lean
import Mathlib

open Matrix

namespace SpinIrreducibility

noncomputable section

/-- Ladder coefficient `√((k+1)(N-k))` linking the basis states `k` and `k+1` of spin `N/2`. -/
def ladder (N k : ℕ) : ℂ := (Real.sqrt (((k : ℝ) + 1) * ((N : ℝ) - k)) : ℝ)

/-- The raising matrix `J₊`, with the ladder coefficient at position `(k, k+1)`. -/
def Jp (N : ℕ) : Matrix (Fin (N + 1)) (Fin (N + 1)) ℂ :=
  Matrix.of fun i j => if (j : ℕ) = i + 1 then ladder N i else 0

/-- The basis ket number `k` of the multiplet. -/
def ket (N : ℕ) (k : Fin (N + 1)) : Fin (N + 1) → ℂ := fun i => if i = k then 1 else 0

/-- The ladder coefficients inside the multiplet do not vanish. -/
theorem ladder_ne_zero (N k : ℕ) (hk : k < N) : ladder N k ≠ 0 := by
  have h : (0 : ℝ) < (N : ℝ) - k := sub_pos.2 (by exact_mod_cast hk)
  exact Complex.ofReal_ne_zero.2 (Real.sqrt_pos.2 (mul_pos (by positivity) h)).ne'

/-- Component `i` of `J₊ v` is the ladder coefficient times component `i+1` of `v`,
and the last component is zero. -/
theorem Jp_mulVec (N : ℕ) (v : Fin (N + 1) → ℂ) (i : Fin (N + 1)) :
    (∀ j : Fin (N + 1), (j : ℕ) = i + 1 → (Jp N *ᵥ v) i = ladder N i * v j) ∧
      ((i : ℕ) = N → (Jp N *ᵥ v) i = 0) := by
  simp only [Matrix.mulVec, dotProduct, Jp, Matrix.of_apply]
  refine ⟨fun j hj => ?_, fun hi => Finset.sum_eq_zero fun b _ => ?_⟩
  · rw [Finset.sum_eq_single j]
    · rw [if_pos hj]
    · intro b _ hb
      have hb' : ¬ (b : ℕ) = i + 1 := fun e => hb (Fin.ext (e.trans hj.symm))
      rw [if_neg hb', zero_mul]
    · simp
  · have hb := b.2
    have hb' : ¬ (b : ℕ) = i + 1 := by omega
    rw [if_neg hb', zero_mul]

/-- The vectors annihilated by `J₊` are exactly the multiples of the top ket `0`. -/
theorem Jp_kernel (N : ℕ) (v : Fin (N + 1) → ℂ) :
    Jp N *ᵥ v = 0 ↔ ∃ a : ℂ, v = a • ket N 0 := by
  constructor
  · intro h
    refine ⟨v 0, funext fun i => ?_⟩
    by_cases hi : i = 0
    · subst hi
      simp [ket]
    · have h0 : (i : ℕ) ≠ 0 := fun e => hi (Fin.ext (by simpa using e))
      have hlt := i.2
      obtain ⟨m, hm⟩ : ∃ m, (i : ℕ) = m + 1 := ⟨i - 1, by omega⟩
      have h1 := (Jp_mulVec N v ⟨m, by omega⟩).1 i hm
      rw [h] at h1
      have h2 : ladder N m * v i = 0 := h1.symm
      have h3 := (mul_eq_zero.1 h2).resolve_left (ladder_ne_zero N m (by omega))
      simp [ket, hi, h3]
  · rintro ⟨a, rfl⟩
    funext i
    have hlt := i.2
    by_cases hi : (i : ℕ) = N
    · exact (Jp_mulVec N _ i).2 hi
    · rw [(Jp_mulVec N _ i).1 ⟨i + 1, by omega⟩ rfl]
      simp [ket, Fin.ext_iff]

end

end SpinIrreducibility
```

Compiling this gives:

```
Main.lean:64:6: error: Tactic `simp` failed with a nested error:
maximum recursion depth has been reached
use `set_option maxRecDepth <num>` to increase limit
use `set_option diagnostics true` to get diagnostic information
```

What went wrong. The single message points at `simp [ket, Fin.ext_iff]`: simplification exceeded the maximum recursion depth. The preceding `rw` raised no error. Unfolding `ket` produces a condition of the form `_ = 0` in `Fin (N + 1)`, and `Fin.ext_iff` rewrites any such equation into an equation between values in `ℕ`, which was meant to expose `i + 1 = 0`. The message does not name the rewrites that nested too deeply. A cycle in which default simp lemmas turn the value equation back into the `Fin` equation would fit it, but the output does not confirm this.

The repair removes `Fin.ext_iff` from the simp set and supplies directly the fact it was meant to yield. The `obtain` replaces the explicit `⟨i + 1, _⟩` by a variable `j` with `hj : (j : ℕ) = i + 1`. Then `hne : j ≠ 0` is proved separately: assuming `j = 0`, rewriting with it and `Fin.val_zero` turns `hj` into `0 = i + 1`, which `omega` refutes. The `rw` now takes `j` and `hj`. In `simp [ket, hne]`, `hne` decides the `if` condition as false, the component becomes `0`, and the goal closes.

As a diff, the version that Lean accepts:

```diff
@@ -61,6 +61,11 @@
     by_cases hi : (i : ℕ) = N
     · exact (Jp_mulVec N _ i).2 hi
-    · rw [(Jp_mulVec N _ i).1 ⟨i + 1, by omega⟩ rfl]
-      simp [ket, Fin.ext_iff]
+    · obtain ⟨j, hj⟩ : ∃ j : Fin (N + 1), (j : ℕ) = i + 1 := ⟨⟨i + 1, by omega⟩, rfl⟩
+      have hne : j ≠ 0 := by
+        intro e
+        rw [e, Fin.val_zero] at hj
+        omega
+      rw [(Jp_mulVec N _ i).1 j hj]
+      simp [ket, hne]
 
 end
```
